# In three dimensions, the $q^{-4}$ Fourier tail of a sum of decaying exponentials is fixed by its slope at the origin

Take $f(r)=e^{-ar}$ with $a>0$, as a function of the distance $r$ between two electrons. Its three-dimensional Fourier transform at wave number $q$ is $F(q)=8\pi a/(a^2+q^2)^2$, so $q^4F(q)\to 8\pi a$ as $q\to\infty$. Since $f'(0)=-a$, this limit is $-8\pi f'(0)$: the cusp at contact sets the tail. I know this relation from Kimball's tail of the structure factor in the electron gas. Can it be made rigorous and machine-checked for any finite sum $f(r)=\sum_j c_j e^{-a_j r}$ with all $a_j>0$, starting from the actual integral? And what is left of the tail when the cusp is absent?

## One ratio, $q^2/(a_j^2+q^2)$, controls the whole tail

Yes, and without a cusp the decay is at least as fast as $q^{-6}$, with a coefficient given by $f'''(0)$. The transform is

$$F(q)=\frac{4\pi}{q}\int_0^\infty r f(r)\sin(qr)\,dr .$$

For one exponential, write $D=a^2+q^2$ and

$$G(r)=-e^{-ar}\left[\left(\frac{ar}{D}+\frac{a^2-q^2}{D^2}\right)\sin qr+\left(\frac{qr}{D}+\frac{2aq}{D^2}\right)\cos qr\right].$$

On differentiating, the cosine terms cancel and the sine terms leave $G'(r)=r e^{-ar}\sin qr$. Since $G(r)\to0$ as $r\to\infty$, the integral is $-G(0)=2aq/D^2$. Summing over $j$ and multiplying by $4\pi/q$ gives

$$F(q)=\sum_j\frac{8\pi a_jc_j}{(a_j^2+q^2)^2}\qquad(q\neq0).$$

Differentiating $f$ gives $f'(0)=-\sum_j a_jc_j$ and $f'''(0)=-\sum_j a_j^3c_j$. Now let $\rho_j=q^2/(a_j^2+q^2)=1-a_j^2/(a_j^2+q^2)$, which tends to 1. Then

$$q^4F(q)=\sum_j 8\pi a_jc_j\,\rho_j^2\;\to\;8\pi\sum_j a_jc_j=-8\pi f'(0).$$

For the next order, $q^2(\rho_j-1)=-a_j^2\rho_j$, hence $q^2(\rho_j^2-1)=-a_j^2\rho_j(1+\rho_j)\to-2a_j^2$. Therefore

$$q^2\left[q^4F(q)+8\pi f'(0)\right]\to-16\pi\sum_j a_j^3c_j=16\pi f'''(0).$$

If $f'(0)=0$, this says that $q^6F(q)\to16\pi f'''(0)$.

### What the Lean statements say about $f$ and $F$

`expSum c a` is $f$. The index type `ι` is finite, the coefficients `c` are real with either sign, and `ha : ∀ j, 0 < a j` makes every exponential decay. `radialFourier f q` is the radial integral above, with $q$ an angular wave number and no normalising power of $2\pi$. The angular integration that leads from three dimensions to this formula is built into the definition.

The slope is Mathlib's `deriv` at 0. It is two-sided, because the formula for $f$ makes sense for negative $r$ too, and it equals the physical slope from $r>0$. A nonzero value means a cusp of $f(|\mathbf r|)$ at contact. `Tendsto … atTop (𝓝 L)` says that the expression tends to $L$ as $q\to\infty$, for fixed coefficients and exponents.

- `kimball_tail` is the limit $-8\pi f'(0)$.
- `next_order_tail` is the limit $16\pi f'''(0)$ after the cusp term has been removed.
- `no_tail_iff_no_cusp` says that $q^4F(q)\to0$ exactly when $f'(0)=0$.
- `cuspless_tail` is the $q^{-6}$ law under the hypothesis $f'(0)=0$.

Kimball's relation for the electron gas also needs many-body physics: the Coulomb repulsion ties the slope of the pair distribution at contact to its value there. The theorems take $f$ as given and prove the Fourier step for finite sums of decaying exponentials only. For plane-wave calculations they show how a cusp slows the decay in $q$ of a pair function, when that function is modelled by a finite exponential sum.

```lean
import Mathlib

open Filter Topology MeasureTheory Set

namespace KimballTail

noncomputable section

variable {ι : Type*} [Fintype ι]

/-- A radial function given by a finite sum of exponentials `c j * exp (-a j r)`. -/
def expSum (c a : ι → ℝ) (r : ℝ) : ℝ := ∑ j, c j * Real.exp (-(a j * r))

/-- The three-dimensional Fourier transform of a radial function `f` at wave number `q ≠ 0`. -/
def radialFourier (f : ℝ → ℝ) (q : ℝ) : ℝ :=
  4 * Real.pi / q * ∫ r in Ioi (0 : ℝ), r * f r * Real.sin (q * r)

/-- The radial integrand of a decaying exponential is integrable on the half-line. -/
theorem integrableOn_radial {a : ℝ} (ha : 0 < a) (q : ℝ) :
    IntegrableOn (fun r : ℝ => r * Real.exp (-(a * r)) * Real.sin (q * r)) (Ioi 0) := by
  have h : IntegrableOn (fun r : ℝ => r * Real.exp (-(a * r))) (Ioi 0) := by
    have h0 := integrableOn_rpow_mul_exp_neg_mul_rpow (p := 1) (s := 1) (b := a)
      (by norm_num) (by norm_num) ha
    simpa only [Real.rpow_one, neg_mul] using h0
  refine Integrable.mono' h (Continuous.aestronglyMeasurable (by fun_prop)) ?_
  refine ae_restrict_of_forall_mem measurableSet_Ioi fun r hr => ?_
  have hr' : (0 : ℝ) < r := hr
  have hp : 0 ≤ r * Real.exp (-(a * r)) := by positivity
  rw [Real.norm_eq_abs, abs_mul, abs_of_nonneg hp]
  exact mul_le_of_le_one_right hp (Real.abs_sin_le_one _)

/-- The radial sine integral of one decaying exponential in closed form. -/
theorem integral_radial {a : ℝ} (ha : 0 < a) (q : ℝ) :
    ∫ r in Ioi (0 : ℝ), r * Real.exp (-(a * r)) * Real.sin (q * r)
      = 2 * a * q / (a ^ 2 + q ^ 2) ^ 2 := by
  have hD : a ^ 2 + q ^ 2 ≠ 0 := by positivity
  -- an explicit antiderivative
  let G : ℝ → ℝ := fun r => -(Real.exp (-(a * r)) *
    ((a / (a ^ 2 + q ^ 2) * r + (a ^ 2 - q ^ 2) / (a ^ 2 + q ^ 2) ^ 2) * Real.sin (q * r)
      + (q / (a ^ 2 + q ^ 2) * r + 2 * a * q / (a ^ 2 + q ^ 2) ^ 2) * Real.cos (q * r)))
  have hG : ∀ x ∈ Ici (0 : ℝ),
      HasDerivAt G (x * Real.exp (-(a * x)) * Real.sin (q * x)) x := by
    intro x _
    have he := ((hasDerivAt_id' x).const_mul a).fun_neg.exp
    have hs := ((hasDerivAt_id' x).const_mul q).sin
    have hc := ((hasDerivAt_id' x).const_mul q).cos
    have h1 := ((hasDerivAt_id' x).const_mul (a / (a ^ 2 + q ^ 2))).add_const
      ((a ^ 2 - q ^ 2) / (a ^ 2 + q ^ 2) ^ 2)
    have h2 := ((hasDerivAt_id' x).const_mul (q / (a ^ 2 + q ^ 2))).add_const
      (2 * a * q / (a ^ 2 + q ^ 2) ^ 2)
    refine (he.fun_mul ((h1.fun_mul hs).fun_add (h2.fun_mul hc))).fun_neg.congr_deriv ?_
    field_simp
    ring
  -- the antiderivative vanishes at infinity
  have bdd : ∀ u s : ℝ → ℝ, Tendsto u atTop (𝓝 0) → (∀ r, |s r| ≤ 1) →
      Tendsto (fun r => u r * s r) atTop (𝓝 0) := by
    intro u s hu hs
    refine squeeze_zero_norm (a := fun r => |u r|) (fun r => ?_) (by simpa using hu.abs)
    rw [Real.norm_eq_abs, abs_mul]
    exact mul_le_of_le_one_right (abs_nonneg _) (hs r)
  have hlin : Tendsto (fun r : ℝ => a * r) atTop atTop := tendsto_id.const_mul_atTop ha
  have e0 : Tendsto (fun r : ℝ => Real.exp (-(a * r))) atTop (𝓝 0) :=
    Real.tendsto_exp_neg_atTop_nhds_zero.comp hlin
  have e1 : Tendsto (fun r : ℝ => (a * r) ^ 1 * Real.exp (-(a * r))) atTop (𝓝 0) :=
    (Real.tendsto_pow_mul_exp_neg_atTop_nhds_zero 1).comp hlin
  have comb : ∀ k l : ℝ, Tendsto (fun r : ℝ => k * ((a * r) ^ 1 * Real.exp (-(a * r)))
      + l * Real.exp (-(a * r))) atTop (𝓝 0) := by
    intro k l
    simpa only [mul_zero, add_zero] using (e1.const_mul k).add (e0.const_mul l)
  have hlim : Tendsto G atTop (𝓝 0) := by
    have t1 := bdd _ (fun r => Real.sin (q * r))
      (comb (1 / (a ^ 2 + q ^ 2)) ((a ^ 2 - q ^ 2) / (a ^ 2 + q ^ 2) ^ 2))
      (fun r => Real.abs_sin_le_one _)
    have t2 := bdd _ (fun r => Real.cos (q * r))
      (comb (q / (a * (a ^ 2 + q ^ 2))) (2 * a * q / (a ^ 2 + q ^ 2) ^ 2))
      (fun r => Real.abs_cos_le_one _)
    have t := (t1.add t2).neg
    rw [add_zero, neg_zero] at t
    refine t.congr fun r => ?_
    have hq : q / (a * (a ^ 2 + q ^ 2)) * (a * r) = q / (a ^ 2 + q ^ 2) * r := by
      field_simp
    dsimp only [G]
    linear_combination (-(Real.exp (-(a * r)) * Real.cos (q * r))) * hq
  rw [integral_Ioi_of_hasDerivAt_of_tendsto' hG (integrableOn_radial ha q) hlim]
  simp [G]

/-- The radial Fourier transform of a sum of exponentials is a sum of squared Lorentzians. -/
theorem radialFourier_expSum (c a : ι → ℝ) (ha : ∀ j, 0 < a j) {q : ℝ} (hq : q ≠ 0) :
    radialFourier (expSum c a) q
      = ∑ j, 8 * Real.pi * (a j * c j) / (a j ^ 2 + q ^ 2) ^ 2 := by
  have hint : ∫ r in Ioi (0 : ℝ), r * expSum c a r * Real.sin (q * r)
      = ∑ j, c j * (2 * a j * q / (a j ^ 2 + q ^ 2) ^ 2) := by
    calc _ = ∫ r in Ioi (0 : ℝ),
          ∑ j, c j * (r * Real.exp (-(a j * r)) * Real.sin (q * r)) := by
          refine integral_congr_ae (Eventually.of_forall fun r => ?_)
          simp only [expSum, Finset.mul_sum, Finset.sum_mul]
          exact Finset.sum_congr rfl fun j _ => by ring
      _ = _ := by
          rw [integral_finsetSum _
            (fun j _ => Integrable.const_mul (integrableOn_radial (ha j) q) (c j))]
          refine Finset.sum_congr rfl fun j _ => ?_
          rw [integral_const_mul, integral_radial (ha j) q]
  rw [radialFourier, hint, Finset.mul_sum]
  refine Finset.sum_congr rfl fun j _ => ?_
  calc _ = (q / q) * (8 * Real.pi * (a j * c j) / (a j ^ 2 + q ^ 2) ^ 2) := by ring
    _ = _ := by rw [div_self hq, one_mul]

/-- Differentiating a sum of exponentials multiplies each coefficient by minus its exponent. -/
theorem deriv_expSum (c a : ι → ℝ) :
    deriv (expSum c a) = expSum (fun j => -(a j * c j)) a := by
  funext r
  refine HasDerivAt.deriv ?_
  unfold expSum
  refine HasDerivAt.fun_sum fun j _ => ?_
  exact (((hasDerivAt_id' r).const_mul (a j)).fun_neg.exp.const_mul (c j)).congr_deriv
    (by ring)

/-- The slope and the third derivative at the origin in terms of exponents and coefficients. -/
theorem derivs_at_zero (c a : ι → ℝ) :
    deriv (expSum c a) 0 = -∑ j, a j * c j ∧
      iteratedDeriv 3 (expSum c a) 0 = -∑ j, a j ^ 3 * c j := by
  constructor
  · rw [deriv_expSum]
    simp only [expSum, mul_zero, neg_zero, Real.exp_zero, mul_one, Finset.sum_neg_distrib]
  · rw [iteratedDeriv_eq_iterate]
    change deriv (deriv (deriv (expSum c a))) 0 = _
    rw [deriv_expSum, deriv_expSum, deriv_expSum, ← Finset.sum_neg_distrib]
    simp only [expSum, mul_zero, neg_zero, Real.exp_zero, mul_one]
    exact Finset.sum_congr rfl fun j _ => by ring

/-- At large wave number the ratio `q² / (a² + q²)` tends to one. -/
theorem tendsto_ratio (a : ℝ) :
    Tendsto (fun q : ℝ => q ^ 2 / (a ^ 2 + q ^ 2)) atTop (𝓝 1) := by
  have h : Tendsto (fun q : ℝ => a ^ 2 + q ^ 2) atTop atTop :=
    tendsto_atTop_add_const_left _ _ (tendsto_pow_atTop two_ne_zero)
  have h1 := (h.const_div_atTop (a ^ 2)).const_sub 1
  rw [sub_zero] at h1
  refine h1.congr' ?_
  filter_upwards [eventually_gt_atTop 0] with q hq
  have hD : a ^ 2 + q ^ 2 ≠ 0 := by positivity
  rw [eq_div_iff hD, sub_mul, div_mul_cancel₀ _ hD]
  ring

/-- For a finite sum `f` of decaying exponentials with radial Fourier transform `F`, `q⁴ F(q)` tends
to `-8π` times the slope of `f` at the origin. -/
theorem kimball_tail (c a : ι → ℝ) (ha : ∀ j, 0 < a j) :
    Tendsto (fun q => q ^ 4 * radialFourier (expSum c a) q) atTop
      (𝓝 (-8 * Real.pi * deriv (expSum c a) 0)) := by
  have key := tendsto_finsetSum Finset.univ fun j _ =>
    ((tendsto_ratio (a j)).pow 2).const_mul (8 * Real.pi * (a j * c j))
  have hl : -8 * Real.pi * deriv (expSum c a) 0
      = ∑ j, 8 * Real.pi * (a j * c j) * 1 ^ 2 := by
    rw [(derivs_at_zero c a).1]
    simp only [one_pow, mul_one, ← Finset.mul_sum]
    ring
  rw [hl]
  refine key.congr' ?_
  filter_upwards [eventually_gt_atTop 0] with q hq
  rw [radialFourier_expSum c a ha hq.ne', Finset.mul_sum]
  refine Finset.sum_congr rfl fun j _ => ?_
  simp only [div_pow]
  ring

/-- Once the cusp term is removed, the next term of the tail is `16π f'''(0) / q⁶`. -/
theorem next_order_tail (c a : ι → ℝ) (ha : ∀ j, 0 < a j) :
    Tendsto (fun q => q ^ 2 * (q ^ 4 * radialFourier (expSum c a) q
        + 8 * Real.pi * deriv (expSum c a) 0)) atTop
      (𝓝 (16 * Real.pi * iteratedDeriv 3 (expSum c a) 0)) := by
  have key := tendsto_finsetSum Finset.univ fun j _ =>
    ((tendsto_ratio (a j)).mul ((tendsto_ratio (a j)).const_add 1)).const_mul
      (8 * Real.pi * (a j * c j) * (-(a j ^ 2)))
  have hl : 16 * Real.pi * iteratedDeriv 3 (expSum c a) 0
      = ∑ j, 8 * Real.pi * (a j * c j) * (-(a j ^ 2)) * (1 * (1 + 1)) := by
    rw [(derivs_at_zero c a).2, ← Finset.sum_neg_distrib, Finset.mul_sum]
    exact Finset.sum_congr rfl fun j _ => by ring
  rw [hl]
  refine key.congr' ?_
  filter_upwards [eventually_gt_atTop 0] with q hq
  rw [radialFourier_expSum c a ha hq.ne', (derivs_at_zero c a).1,
    ← Finset.sum_neg_distrib, Finset.mul_sum, Finset.mul_sum, ← Finset.sum_add_distrib,
    Finset.mul_sum]
  refine Finset.sum_congr rfl fun j _ => ?_
  have hD : a j ^ 2 + q ^ 2 ≠ 0 := by positivity
  field_simp
  ring

/-- The `q⁻⁴` tail is absent exactly when the slope of `f` at the origin vanishes. -/
theorem no_tail_iff_no_cusp (c a : ι → ℝ) (ha : ∀ j, 0 < a j) :
    Tendsto (fun q => q ^ 4 * radialFourier (expSum c a) q) atTop (𝓝 0)
      ↔ deriv (expSum c a) 0 = 0 := by
  constructor
  · intro h
    have h0 := tendsto_nhds_unique (kimball_tail c a ha) h
    exact (mul_eq_zero.mp h0).resolve_left (mul_ne_zero (by norm_num) Real.pi_ne_zero)
  · intro h
    simpa only [h, mul_zero] using kimball_tail c a ha

/-- Without a cusp, `q⁶ F(q)` tends to `16π` times the third derivative at the origin. -/
theorem cuspless_tail (c a : ι → ℝ) (ha : ∀ j, 0 < a j) (h : deriv (expSum c a) 0 = 0) :
    Tendsto (fun q => q ^ 6 * radialFourier (expSum c a) q) atTop
      (𝓝 (16 * Real.pi * iteratedDeriv 3 (expSum c a) 0)) := by
  refine (next_order_tail c a ha).congr fun q => ?_
  rw [h]
  ring

end

end KimballTail
```

```lean
#print axioms KimballTail.kimball_tail
#print axioms KimballTail.no_tail_iff_no_cusp
#print axioms KimballTail.cuspless_tail
```

```
'KimballTail.kimball_tail' depends on axioms: [propext, Classical.choice, Quot.sound]
'KimballTail.no_tail_iff_no_cusp' depends on axioms: [propext, Classical.choice, Quot.sound]
'KimballTail.cuspless_tail' depends on axioms: [propext, Classical.choice, Quot.sound]
```

### From the integral to the limits in Lean

`integrableOn_radial` bounds the integrand by $re^{-ar}$, using $|\sin|\le1$. `integral_radial` defines the antiderivative `G`, checks its derivative with `field_simp` and `ring`, and shows that it vanishes at infinity: `comb` handles the decaying factors and `bdd` the bounded sine and cosine. `radialFourier_expSum` exchanges the finite sum with the integral and cancels $q/q$.

`deriv_expSum` shows that differentiation maps $c_j$ to $-a_jc_j$ and returns another exponential sum. Applied once and three times, it yields `derivs_at_zero`.

`tendsto_ratio` is $\rho_j\to1$. In `kimball_tail`, `key` is the limit of $\sum_j 8\pi a_jc_j\rho_j^2$, and `congr'` transfers it to $q^4F(q)$, which is the same expression for $q>0$. `next_order_tail` does likewise with $-a_j^2\rho_j(1+\rho_j)$. The equivalence in `no_tail_iff_no_cusp` follows from uniqueness of limits, and `cuspless_tail` sets the slope to zero in the next-order result.

### The fundamental theorem of calculus on a half-line

The proof turns on `integral_Ioi_of_hasDerivAt_of_tendsto'`. It takes three inputs: a derivative at every point of $[0,\infty)$, integrability of that derivative on $(0,\infty)$, and a limit of the antiderivative at infinity. It returns that limit minus $G(0)$. Integrability has to be supplied separately because Mathlib's integral is a Lebesgue-type integral, which requires absolute convergence, and a limit of $G$ alone would not give that.

### The same ratio in one dimension

For $f(|x|)$ on a line, the transform is

$$F_1(q)=2\int_0^\infty f(r)\cos(qr)\,dr=\sum_j\frac{2a_jc_j}{a_j^2+q^2}.$$

Then $q^2F_1(q)=\sum_j2a_jc_j\rho_j\to-2f'(0)$: one factor of $\rho_j$ in place of two, and a $q^{-2}$ tail. The Lean code covers only three dimensions, so this variant is derived by hand and not machine-checked.
